# Second-order energy −11g²/(8ω⁴) of the oscillator ground state under a cubic perturbation (ħ = m = 1)

Let a harmonic oscillator of frequency $\omega>0$ be perturbed by $V=gx^3$ with real $g$. With the ground state $\psi=e^{-\omega x^2/2}$ and the first-order state $u=-\left(\frac{g}{3\omega}x^3+\frac{g}{\omega^2}x\right)\psi$, the second-order energy is

$$E_2=\frac{\int\psi\,gx^3u\,dx}{\int\psi^2\,dx}=-\frac{11g^2}{8\omega^4},$$

which is $-11/8$ at $\omega=g=1$.

The equations of Rayleigh–Schrödinger perturbation theory are taken as given, and the parts below verify explicit solutions of them. For $g\neq0$ the full potential is unbounded below, so $E_2$ is a coefficient of the perturbation expansion and not the shift of a true lowest level.

## The oscillator, its ground state and the corrections

```lean
import Mathlib

open MeasureTheory

namespace CubicAnharmonicity

noncomputable section
```

All wavefunctions are real functions on the line. The ground state $\psi$ is `ground ω`, left unnormalised.

```lean
/-- The unnormalised Gaussian ground state of an oscillator of frequency `ω`, with `ħ = m = 1`. -/
def ground (ω x : ℝ) : ℝ := Real.exp (-(ω * x ^ 2 / 2))
```

The Hamiltonian $H_0=-\frac12\frac{d^2}{dx^2}+\frac{\omega^2x^2}{2}$ acts through the actual second derivative.

```lean
/-- The harmonic-oscillator Hamiltonian `-½ d²/dx² + ω² x² / 2` acting on a wavefunction. -/
def oscillator (ω : ℝ) (f : ℝ → ℝ) (x : ℝ) : ℝ :=
  -(1 / 2) * deriv (deriv f) x + ω ^ 2 * x ^ 2 / 2 * f x
```

The state $u$ is `firstOrder ω g`.

```lean
/-- The first-order correction to the ground state for the perturbation `g x³`. -/
def firstOrder (ω g x : ℝ) : ℝ :=
  -(g / (3 * ω) * x ^ 3 + g / ω ^ 2 * x) * ground ω x
```

A second-order state $w=q\psi$, with an even polynomial $q$, is written down explicitly.

```lean
/-- A second-order correction to the ground state for the perturbation `g x³`. -/
def secondOrder (ω g x : ℝ) : ℝ :=
  (g ^ 2 / (18 * ω ^ 2) * x ^ 6 + 11 * g ^ 2 / (24 * ω ^ 3) * x ^ 4
    + 11 * g ^ 2 / (8 * ω ^ 4) * x ^ 2) * ground ω x
```

The integrals reduce to $M_n=\int x^n\psi^2\,dx$. These moments are also unnormalised; the expectation value is $\langle x^n\rangle=M_n/M_0$.

```lean
/-- The `n`-th moment of the unnormalised ground-state density. -/
def moment (ω : ℝ) (n : ℕ) : ℝ := ∫ x : ℝ, x ^ n * ground ω x ^ 2
```

## (a) Slope of the Gaussian

**Task.** Show that $\psi'(x)=-\omega x\,\psi(x)$ for every real $\omega$ and $x$.

**Solution.** The exponent $-\omega x^2/2$ has derivative $-\omega x$, and the chain rule multiplies this by $\psi$.

`HasDerivAt` states that the derivative exists and has the given value. In the proof, `h` differentiates the exponent and `h.exp` applies the chain rule.

```lean
/-- The slope of the Gaussian ground state is `-ω x` times the state itself. -/
theorem hasDerivAt_ground (ω x : ℝ) :
    HasDerivAt (ground ω) (-(ω * x) * ground ω x) x := by
  have h : HasDerivAt (fun y : ℝ => -(ω * y ^ 2 / 2)) (-(ω * x)) x :=
    ((((hasDerivAt_pow 2 x).const_mul ω).div_const 2).fun_neg).congr_deriv
      (by push_cast; ring)
  have h2 : HasDerivAt (ground ω) (Real.exp (-(ω * x ^ 2 / 2)) * (-(ω * x))) x := h.exp
  exact h2.congr_deriv (by simp only [ground]; ring)
```

## (b) The Hamiltonian on a function times the Gaussian

**Task.** For twice differentiable $p$, show that

$$H_0(p\psi)=\left(-\tfrac12p''+\omega xp'+\tfrac{\omega}{2}p\right)\psi.$$

**Solution.** By (a), $(p\psi)'=(p'-\omega xp)\psi$. Differentiating again gives

$$(p\psi)''=\left(p''-2\omega xp'-\omega p+\omega^2x^2p\right)\psi.$$

Multiplying by $-\frac12$ and adding $\frac{\omega^2x^2}{2}p\psi$ cancels the quadratic potential term.

The derivatives `p'` and `p''` are supplied as functions, with `hp` and `hp'` certifying them. The steps `h1` and `h2` are the two differentiations.

```lean
/-- The oscillator Hamiltonian acting on a twice differentiable function `p` times the
ground state. -/
theorem oscillator_mul_ground (ω : ℝ) (p p' p'' : ℝ → ℝ)
    (hp : ∀ x, HasDerivAt p (p' x) x) (hp' : ∀ x, HasDerivAt p' (p'' x) x) (x : ℝ) :
    oscillator ω (fun y => p y * ground ω y) x
      = (-(p'' x) / 2 + ω * x * p' x + ω / 2 * p x) * ground ω x := by
  have h1 : deriv (fun y => p y * ground ω y)
      = fun y => (p' y - ω * y * p y) * ground ω y := by
    funext y
    rw [((hp y).fun_mul (hasDerivAt_ground ω y)).deriv]
    ring
  have h2 : HasDerivAt (fun y => (p' y - ω * y * p y) * ground ω y)
      ((p'' x - (ω * p x + ω * x * p' x)) * ground ω x
        + (p' x - ω * x * p x) * (-(ω * x) * ground ω x)) x := by
    have hl : HasDerivAt (fun y : ℝ => ω * y) ω x := by
      simpa using (hasDerivAt_id' x).const_mul ω
    exact ((hp' x).fun_sub (hl.fun_mul (hp x))).fun_mul (hasDerivAt_ground ω x)
  simp only [oscillator, h1, h2.deriv]
  ring
```

## (c) The unperturbed level

**Task.** Show that $H_0\psi=\frac{\omega}{2}\psi$.

**Solution.** Set $p=1$ in (b). Both derivatives vanish, leaving $\frac{\omega}{2}\psi$. The proof makes the same substitution.

```lean
/-- The Gaussian solves the unperturbed Schrödinger equation with energy `ω / 2`. -/
theorem ground_equation (ω x : ℝ) : oscillator ω (ground ω) x = ω / 2 * ground ω x := by
  have h := oscillator_mul_ground ω (fun _ => 1) (fun _ => 0) (fun _ => 0)
    (fun y => hasDerivAt_const y 1) (fun y => hasDerivAt_const y 0) x
  simpa using h
```

## (d) The first-order equation

**Task.** For $\omega\neq0$, show that $\left(H_0-\frac{\omega}{2}\right)u=-gx^3\psi$.

**Solution.** Here $u=p\psi$ with

$$p=-\frac{g}{3\omega}x^3-\frac{g}{\omega^2}x,\qquad p'=-\frac{g}{\omega}x^2-\frac{g}{\omega^2},\qquad p''=-\frac{2g}{\omega}x.$$

Subtracting $\frac{\omega}{2}u$ removes the last term in (b), so the remaining factor is

$$-\tfrac12p''+\omega xp'=\frac{g}{\omega}x-gx^3-\frac{g}{\omega}x=-gx^3.$$

The proof passes these three functions to (b); `field_simp` and `ring` then do the polynomial algebra. The equation holds at every point $x$.

```lean
/-- The first-order state solves the first-order perturbation equation
`(H₀ - ω/2) u = -g x³ ψ`. -/
theorem first_order_equation {ω : ℝ} (hω : ω ≠ 0) (g x : ℝ) :
    oscillator ω (firstOrder ω g) x - ω / 2 * firstOrder ω g x
      = -(g * x ^ 3 * ground ω x) := by
  have h := oscillator_mul_ground ω (fun y => -(g / (3 * ω) * y ^ 3 + g / ω ^ 2 * y))
    (fun y => -(g / ω * y ^ 2 + g / ω ^ 2)) (fun y => -(2 * g / ω * y))
    (fun y => ((((hasDerivAt_pow 3 y).const_mul (g / (3 * ω))).fun_add
      ((hasDerivAt_id' y).const_mul (g / ω ^ 2))).fun_neg).congr_deriv (by push_cast; ring))
    (fun y => ((((hasDerivAt_pow 2 y).const_mul (g / ω)).fun_add
      (hasDerivAt_const y (g / ω ^ 2))).fun_neg).congr_deriv (by push_cast; ring)) x
  change oscillator ω (firstOrder ω g) x = _ at h
  rw [h]
  simp only [firstOrder]
  field_simp
  ring
```

## (e) The density

**Task.** Show that $\psi^2=e^{-\omega x^2}$.

**Solution.** Squaring an exponential doubles its exponent. This puts the density in the form used by Mathlib's Gaussian integrals.

```lean
/-- The unnormalised ground-state density is the Gaussian `exp(-ω x²)`. -/
theorem ground_sq (ω x : ℝ) : ground ω x ^ 2 = Real.exp (-ω * x ^ 2) := by
  rw [ground, ← Real.exp_nat_mul]
  congr 1
  push_cast
  ring
```

## (f) Convergence of the moments

**Task.** For $\omega>0$ and $n=0,1,2,\dots$, show that $x^n\psi^2$ is integrable over the line.

**Solution.** The function $|x|^ne^{-\omega x^2/2}$ is bounded by some constant $C$. Hence $|x^n\psi^2|\le Ce^{-\omega x^2/2}$, which is integrable.

The proof takes the corresponding Mathlib theorem for real exponents above $-1$ and specialises it to natural powers.

```lean
/-- Every moment integral of the ground-state density converges. -/
theorem integrable_moment {ω : ℝ} (hω : 0 < ω) (n : ℕ) :
    Integrable (fun x : ℝ => x ^ n * ground ω x ^ 2) := by
  have hn : (-1 : ℝ) < n := by
    have : (0 : ℝ) ≤ n := n.cast_nonneg
    linarith
  have h := integrable_rpow_mul_exp_neg_mul_sq hω hn
  simpa only [ground_sq, Real.rpow_natCast] using h
```

## (g) Relations between moments

**Task.** For $\omega>0$, show that $2\omega M_{n+2}=(n+1)M_n$ for every $n\ge0$, and that $M_1=0$.

**Solution.** By (a),

$$\frac{d}{dx}\left(x^{n+1}\psi^2\right)=(n+1)x^n\psi^2-2\omega x^{n+2}\psi^2.$$

The function being differentiated vanishes at both ends of the line, so the right-hand side integrates to zero. This is the recursion. Likewise $(\psi^2)'=-2\omega x\psi^2$ integrates to zero, which gives $M_1=0$.

In each half, `hd` is the derivative and `h0` the vanishing integral. The Mathlib theorem behind `h0` requires the function and its derivative to be integrable, and (f) supplies both.

```lean
/-- Neighbouring unnormalised moments of equal parity obey `2 * ω * moment ω (n + 2) = (n + 1) *
moment ω n`, and the first moment vanishes. -/
theorem moment_recursion {ω : ℝ} (hω : 0 < ω) :
    (∀ n : ℕ, 2 * ω * moment ω (n + 2) = (n + 1) * moment ω n) ∧ moment ω 1 = 0 := by
  constructor
  · intro n
    -- the integral of the derivative of `xⁿ⁺¹ ψ²` over the line vanishes
    have hd : ∀ x : ℝ, HasDerivAt (fun y : ℝ => y ^ (n + 1) * ground ω y ^ 2)
        (((n : ℝ) + 1) * (x ^ n * ground ω x ^ 2)
          - 2 * ω * (x ^ (n + 2) * ground ω x ^ 2)) x := fun x =>
      ((hasDerivAt_pow (n + 1) x).fun_mul ((hasDerivAt_ground ω x).fun_pow 2)).congr_deriv
        (by simp only [add_tsub_cancel_right]; push_cast; ring)
    have i1 := (integrable_moment hω n).const_mul ((n : ℝ) + 1)
    have i2 := (integrable_moment hω (n + 2)).const_mul (2 * ω)
    have h0 := integral_eq_zero_of_hasDerivAt_of_integrable hd (i1.sub i2)
      (integrable_moment hω (n + 1))
    rw [integral_sub i1 i2, integral_const_mul, integral_const_mul] at h0
    unfold moment
    linarith
  · have hd : ∀ x : ℝ, HasDerivAt (fun y : ℝ => ground ω y ^ 2)
        (-(2 * ω) * (x ^ 1 * ground ω x ^ 2)) x := fun x =>
      ((hasDerivAt_ground ω x).fun_pow 2).congr_deriv (by push_cast; ring)
    have h0 := integral_eq_zero_of_hasDerivAt_of_integrable hd
      ((integrable_moment hω 1).const_mul _) (by simpa using integrable_moment hω 0)
    rw [integral_const_mul] at h0
    exact (mul_eq_zero.mp h0).resolve_left (by linarith)
```

## (h) Two powers under one integral

**Task.** For $\omega>0$, show that $\int(ax^m+bx^n)\psi^2\,dx=aM_m+bM_n$.

**Solution.** Both terms are integrable by (f), so the integral splits and the constants come out.

```lean
/-- The integral of a combination of two powers of `x` against the ground-state density is the
same combination of the two moments. -/
theorem integral_two_moments {ω : ℝ} (hω : 0 < ω) (a b : ℝ) (m n : ℕ) :
    ∫ x : ℝ, (a * (x ^ m * ground ω x ^ 2) + b * (x ^ n * ground ω x ^ 2))
      = a * moment ω m + b * moment ω n := by
  rw [integral_add ((integrable_moment hω m).const_mul a)
    ((integrable_moment hω n).const_mul b), integral_const_mul, integral_const_mul]
  rfl
```

## (i) First-order energy and orthogonality

**Task.** For $\omega>0$, show that $\int\psi\,gx^3\psi\,dx=0$ and $\int\psi u\,dx=0$.

**Solution.** The recursion at $n=1$ gives $2\omega M_3=2M_1=0$, so $M_3=0$. The two integrals are

$$gM_3=0,\qquad -\frac{g}{3\omega}M_3-\frac{g}{\omega^2}M_1=0.$$

The first is the numerator of the first-order energy $E_1$. Its vanishing is why no $E_1\psi$ term appears in (d). The second says that $u$ contains no admixture of $\psi$.

In each half of the proof, `e` rewrites the integrand as two powers of $x$ times $\psi^2$, and (h) evaluates it.

```lean
/-- The integral of `g x³` against the unnormalised ground-state density is zero, and the
first-order state is orthogonal to the ground state. -/
theorem first_order_energy_and_orthogonality {ω : ℝ} (hω : 0 < ω) (g : ℝ) :
    (∫ x : ℝ, ground ω x * (g * x ^ 3 * ground ω x)) = 0 ∧
      (∫ x : ℝ, ground ω x * firstOrder ω g x) = 0 := by
  obtain ⟨hr, h1⟩ := moment_recursion hω
  have h3 : moment ω 3 = 0 := by
    have h := hr 1
    rw [h1, mul_zero] at h
    exact (mul_eq_zero.mp h).resolve_left (by positivity)
  constructor
  · have e : (fun x : ℝ => ground ω x * (g * x ^ 3 * ground ω x))
        = fun x => g * (x ^ 3 * ground ω x ^ 2) + 0 * (x ^ 1 * ground ω x ^ 2) := by
      funext x; ring
    rw [e, integral_two_moments hω, h3, h1]; ring
  · have e : (fun x : ℝ => ground ω x * firstOrder ω g x)
        = fun x => -(g / (3 * ω)) * (x ^ 3 * ground ω x ^ 2)
          + -(g / ω ^ 2) * (x ^ 1 * ground ω x ^ 2) := by
      funext x; simp only [firstOrder]; ring
    rw [e, integral_two_moments hω, h3, h1]; ring
```

## (j) The energy integral

**Task.** For $\omega>0$, evaluate the quotient $E_2$ and obtain $-\frac{11g^2}{8\omega^4}$.

**Solution.** Inserting $u$ gives

$$\int\psi\,gx^3u\,dx=-\frac{g^2}{3\omega}M_6-\frac{g^2}{\omega^2}M_4.$$

The recursion at $n=0,2,4$ yields

$$M_2=\frac{M_0}{2\omega},\qquad M_4=\frac{3M_0}{4\omega^2},\qquad M_6=\frac{15M_0}{8\omega^3}.$$

The numerator is therefore $-\left(\frac58+\frac34\right)\frac{g^2}{\omega^4}M_0=-\frac{11g^2}{8\omega^4}M_0$. Since $M_0=\sqrt{\pi/\omega}>0$, division by the norm gives the result.

In the proof, `h2`, `h4` and `h6` are the moment reductions, and `hpos` is the positivity of the norm.

```lean
/-- The second-order energy `⟨ψ, g x³ u⟩ / ⟨ψ, ψ⟩` of the cubic anharmonic oscillator is
`-11 g² / (8 ω⁴)`. -/
theorem second_order_energy {ω : ℝ} (hω : 0 < ω) (g : ℝ) :
    (∫ x : ℝ, ground ω x * (g * x ^ 3 * firstOrder ω g x)) / (∫ x : ℝ, ground ω x ^ 2)
      = -(11 * g ^ 2 / (8 * ω ^ 4)) := by
  have e : (fun x : ℝ => ground ω x * (g * x ^ 3 * firstOrder ω g x))
      = fun x => -(g ^ 2 / (3 * ω)) * (x ^ 6 * ground ω x ^ 2)
        + -(g ^ 2 / ω ^ 2) * (x ^ 4 * ground ω x ^ 2) := by
    funext x; simp only [firstOrder]; ring
  have hden : (∫ x : ℝ, ground ω x ^ 2) = moment ω 0 := by simp [moment]
  have hpos : 0 < moment ω 0 := by
    simp only [moment, pow_zero, one_mul, ground_sq]
    rw [integral_gaussian]
    positivity
  -- reduce the sixth and fourth moments to the norm
  have r0 := (moment_recursion hω).1 0
  have r2 := (moment_recursion hω).1 2
  have r4 := (moment_recursion hω).1 4
  norm_num at r0 r2 r4
  have h2 : moment ω 2 = moment ω 0 / (2 * ω) := by
    rw [eq_div_iff (by positivity)]; linarith
  have h4 : moment ω 4 = 3 * moment ω 2 / (2 * ω) := by
    rw [eq_div_iff (by positivity)]; linarith
  have h6 : moment ω 6 = 5 * moment ω 4 / (2 * ω) := by
    rw [eq_div_iff (by positivity)]; linarith
  rw [e, integral_two_moments hω, hden, div_eq_iff hpos.ne', h6, h4, h2]
  field_simp
  ring
```

## (k) The second-order equation

**Task.** For $\omega\neq0$, show that $w$ satisfies

$$\left(H_0-\tfrac{\omega}{2}\right)w=-gx^3u-\frac{11g^2}{8\omega^4}\psi.$$

**Solution.** The polynomial in $w=q\psi$ and its derivatives are

$$q=\frac{g^2}{18\omega^2}x^6+\frac{11g^2}{24\omega^3}x^4+\frac{11g^2}{8\omega^4}x^2,$$

$$q'=\frac{g^2}{3\omega^2}x^5+\frac{11g^2}{6\omega^3}x^3+\frac{11g^2}{4\omega^4}x,$$

$$q''=\frac{5g^2}{3\omega^2}x^4+\frac{11g^2}{2\omega^3}x^2+\frac{11g^2}{4\omega^4}.$$

By (b), the left-hand side is $\left(-\frac12q''+\omega xq'\right)\psi$. The $x^2$ terms cancel, leaving

$$\left(\frac{g^2}{3\omega}x^6+\frac{g^2}{\omega^2}x^4-\frac{11g^2}{8\omega^4}\right)\psi.$$

The first two terms are $-gx^3u$, and the constant term is the energy found in (j), now obtained without an integral. The state $w$ is not chosen orthogonal to $\psi$; adding a multiple of $\psi$ gives another solution.

The proof differentiates the polynomial twice in `hq` and `hq'`, then applies (b).

```lean
/-- The second-order state solves the second-order perturbation equation
`(H₀ - ω/2) w = -g x³ u + E₂ ψ` with `E₂ = -11 g² / (8 ω⁴)`. -/
theorem second_order_equation {ω : ℝ} (hω : ω ≠ 0) (g x : ℝ) :
    oscillator ω (secondOrder ω g) x - ω / 2 * secondOrder ω g x
      = -(g * x ^ 3 * firstOrder ω g x) + -(11 * g ^ 2 / (8 * ω ^ 4)) * ground ω x := by
  have hq (a b c y : ℝ) : HasDerivAt (fun y : ℝ => a * y ^ 6 + b * y ^ 4 + c * y ^ 2)
      (6 * a * y ^ 5 + 4 * b * y ^ 3 + 2 * c * y ^ 1) y :=
    ((((hasDerivAt_pow 6 y).const_mul a).fun_add ((hasDerivAt_pow 4 y).const_mul b)).fun_add
      ((hasDerivAt_pow 2 y).const_mul c)).congr_deriv (by push_cast; ring)
  have hq' (a b c y : ℝ) : HasDerivAt (fun y : ℝ => a * y ^ 5 + b * y ^ 3 + c * y ^ 1)
      (5 * a * y ^ 4 + 3 * b * y ^ 2 + c) y :=
    ((((hasDerivAt_pow 5 y).const_mul a).fun_add ((hasDerivAt_pow 3 y).const_mul b)).fun_add
      ((hasDerivAt_pow 1 y).const_mul c)).congr_deriv (by push_cast; ring)
  have h := oscillator_mul_ground ω _ _ _
    (hq (g ^ 2 / (18 * ω ^ 2)) (11 * g ^ 2 / (24 * ω ^ 3)) (11 * g ^ 2 / (8 * ω ^ 4)))
    (hq' _ _ _) x
  change oscillator ω (secondOrder ω g) x = _ at h
  rw [h]
  simp only [secondOrder, firstOrder]
  field_simp
  ring

end

end CubicAnharmonicity
```

```lean
#print axioms CubicAnharmonicity.first_order_equation
-- 'CubicAnharmonicity.first_order_equation' depends on axioms: [propext, Classical.choice, Quot.sound]
#print axioms CubicAnharmonicity.first_order_energy_and_orthogonality
-- 'CubicAnharmonicity.first_order_energy_and_orthogonality' depends on axioms: [propext, Classical.choice, Quot.sound]
#print axioms CubicAnharmonicity.second_order_energy
-- 'CubicAnharmonicity.second_order_energy' depends on axioms: [propext, Classical.choice, Quot.sound]
#print axioms CubicAnharmonicity.second_order_equation
-- 'CubicAnharmonicity.second_order_equation' depends on axioms: [propext, Classical.choice, Quot.sound]
```

## A negative frequency breaks the energy formula

Take $\omega=-1$ and $g=1$. The differential equations in (c), (d) and (k) still hold, but $\psi=e^{x^2/2}$ grows and $\int\psi^2\,dx$ diverges. Lean assigns the value 0 to both divergent integrals in (j) and to their quotient, whereas the formula would give $-11/8$. Positivity of $\omega$ is thus the condition that the state be normalisable.

## The same energy from a basis or a linear solve

In a code that uses normalised oscillator states $|n\rangle$ at $\omega=g=1$, $x^3$ couples $|0\rangle$ only to $|1\rangle$ and $|3\rangle$, with squared matrix elements $9/8$ and $6/8$. The sum over states is

$$E_2=-\frac{9/8}{1}-\frac{6/8}{3}=-\frac{11}{8}.$$

Part (d) replaces this sum by one inhomogeneous linear equation. Density-functional perturbation theory solves equations of the same type for response orbitals, so this one-particle, one-dimensional model can serve as an exact test case for a grid or basis solver.
